# Mirror-plane saddle test: with positive in-plane curvatures, a mirror-symmetric Hessian has one negative eigenvalue exactly when the curvature along the mirror normal is negative

## Hessian, mirror and saddle index

Let \(H\) be a real symmetric matrix, the Hessian of a potential energy in finitely many coordinates. Write \(x\cdot y\) for the dot product. The curvature along a unit vector \(x\) is \(x\cdot Hx\); for other nonzero vectors this quadratic form has the same sign as the curvature along their direction. Let \(u\) be a unit vector, and let

\[
M = 1 - 2uu^{\mathsf T}, \qquad Mx = x - 2(u\cdot x)\,u .
\]

The matrix \(M\) is the reflection in the plane orthogonal to \(u\). It acts on the coordinate space and reverses exactly one direction. For a collinear molecule A–B–A described by its two bond lengths, exchanging the bonds is such a reflection, with \(u=(1,-1)/\sqrt2\), the antisymmetric stretch.

The saddle index of \(H\) is the number of its negative eigenvalues, counted with multiplicity. Two conditions are imposed:

- \(HM = MH\). A potential that is invariant under the mirror has such a Hessian at every point of the mirror plane.
- \(z\cdot Hz>0\) for every nonzero \(z\) orthogonal to \(u\). At a stationary point, this makes the energy rise under every sufficiently small nonzero displacement that preserves the symmetry.

With \(a = u\cdot Hu\), the claim is that \(Hu = a\,u\), and that the saddle index is 1 if and only if \(a<0\). At a stationary point of a finite-dimensional energy surface satisfying both conditions, the sign of one curvature therefore decides whether the point is a first-order saddle, the usual criterion for a transition state.

## From the mirror symmetry to the count of negative modes

**The normal is an eigenvector.** Since \(u\cdot u=1\), we have \(Mu=-u\). Applying \(HM=MH\) to \(u\) gives

\[
-Hu = Hu - 2a\,u, \qquad\text{hence}\qquad Hu = a\,u .
\]

**The energy splits.** Let \(u\cdot z=0\). Then \(Mz=z\), and applying \(HM=MH\) to \(z\) gives \(Hz = Hz - 2(u\cdot Hz)\,u\). Taking the dot product with \(u\) yields \(u\cdot Hz=0\). Also \(z\cdot Hu = a\,(z\cdot u)=0\). For every real \(c\), therefore,

\[
(cu+z)\cdot H(cu+z) = c^2a + z\cdot Hz .
\]

If \(a>0\), the right-hand side is positive unless \(c=0\) and \(z=0\). Conversely, if all curvatures are positive, so is \(a\). This is the companion test for positive definiteness.

**Nonpositive modes lie along the normal.** Let \(Hv=\lambda v\) with \(\lambda\le 0\), and let \(w = v-(u\cdot v)\,u\) be the in-plane part of \(v\). Then \(w\cdot u=0\) and \(w\cdot v=w\cdot w\), so

\[
w\cdot Hw = w\cdot\bigl(\lambda v-(u\cdot v)\,a\,u\bigr) = \lambda\, w\cdot w \le 0 .
\]

In-plane positivity forces \(w=0\), that is, \(v=(u\cdot v)\,u\).

**Counting.** Let \(e_i\) be orthonormal eigenvectors of \(H\) with eigenvalues \(\lambda_i\). If \(\lambda_i<0\), then \(e_i=(u\cdot e_i)\,u\), and for every \(j\)

\[
e_i\cdot e_j = (u\cdot e_i)(u\cdot e_j).
\]

Setting \(j=i\) gives \((u\cdot e_i)^2=1\), so \(u\cdot e_i\neq0\). If \(\lambda_i\) and \(\lambda_j\) were both negative with \(i\ne j\), the left-hand side would be zero and the right-hand side nonzero. There is thus at most one negative eigenvalue.

If \(a<0\), there is at least one, because otherwise \(a=\sum_i\lambda_i(u\cdot e_i)^2\ge0\). Conversely, a negative mode \(e_i\) is a nonzero multiple of \(u\), so its eigenvalue is \(a\), and \(a<0\).

## A tilted mirror in two dimensions

Take

\[
H=\begin{pmatrix}23&-36\\-36&2\end{pmatrix},\qquad u=\begin{pmatrix}3/5\\4/5\end{pmatrix},\qquad
M=\frac1{25}\begin{pmatrix}7&-24\\-24&-7\end{pmatrix}.
\]

Multiplication gives \(Hu=(-15,-20)^{\mathsf T}=-25\,u\), so \(a=-25\). The orthogonal unit vector \(t=(4/5,-3/5)^{\mathsf T}\) satisfies \(Ht=(40,-30)^{\mathsf T}=50\,t\). The in-plane curvature is 50, the eigenvalues are \(-25\) and \(50\), and the saddle index is 1. Both \(H\) and \(M\) are diagonal in the basis \(u,t\), so they commute.

## The test in Lean

The coordinates are labelled by an arbitrary finite type `n`, and a displacement is a function `n → ℝ`.

```lean
import Mathlib

open Matrix

namespace MirrorPlaneSaddle

noncomputable section

variable {n : Type*} [Fintype n] [DecidableEq n]
```

In the definition of the mirror, `vecMulVec u u` is the matrix \(uu^{\mathsf T}\). The definition accepts any `u`; the unit length enters the theorems as the hypothesis `u ⬝ᵥ u = 1`, where `⬝ᵥ` is the dot product.

```lean
/-- The matrix `1 - 2 u uᵀ`, which for a unit vector `u` is the reflection in the plane
orthogonal to `u`. -/
def mirror (u : n → ℝ) : Matrix n n ℝ := 1 - (2 : ℝ) • vecMulVec u u
```

For a real matrix, `IsHermitian` means symmetric. Its proof `hH` gives access to Mathlib's list of eigenvalues, in which each eigenvalue appears as often as its multiplicity. The index counts the negative entries.

```lean
/-- The saddle index of a symmetric Hessian: the number of its negative eigenvalues, counted
with multiplicity. -/
def saddleIndex {H : Matrix n n ℝ} (hH : H.IsHermitian) : ℕ :=
  (Finset.univ.filter fun i => hH.eigenvalues i < 0).card
```

The first lemma is the formula for \(Mx\), with `*ᵥ` denoting a matrix applied to a vector.

```lean
/-- The matrix `mirror u` sends `x` to `x - 2 (u · x) u`, for any vector `u`. -/
theorem mirror_mulVec (u x : n → ℝ) :
    mirror u *ᵥ x = x - (2 * (u ⬝ᵥ x)) • u := by
  have h : vecMulVec u u *ᵥ x = (u ⬝ᵥ x) • u := by
    ext i
    simp only [mulVec, dotProduct, vecMulVec_apply, Pi.smul_apply, smul_eq_mul, Finset.sum_mul]
    exact Finset.sum_congr rfl (fun j _ => by ring)
  rw [mirror, sub_mulVec, one_mulVec, smul_mulVec, h, smul_smul]
```

The eigenvector equation follows as above: `h` is the commutation relation applied to \(u\), and `linarith` solves the resulting equation in each component. Symmetry of \(H\) is not needed here.

```lean
/-- If the Hessian commutes with the mirror, the mirror normal `u` is an eigenvector, and its
eigenvalue is the curvature along `u`. -/
theorem normal_is_eigenvector {H : Matrix n n ℝ} {u : n → ℝ} (hu : u ⬝ᵥ u = 1)
    (hc : H * mirror u = mirror u * H) : H *ᵥ u = (u ⬝ᵥ H *ᵥ u) • u := by
  -- the mirror reverses u, so H u is reversed as well
  have h : H *ᵥ (mirror u *ᵥ u) = mirror u *ᵥ (H *ᵥ u) := by
    rw [mulVec_mulVec, mulVec_mulVec, hc]
  rw [mirror_mulVec, mirror_mulVec, hu, mulVec_sub, mulVec_smul] at h
  ext i
  have hi := congrFun h i
  simp only [Pi.sub_apply, Pi.smul_apply, smul_eq_mul] at hi ⊢
  linarith
```

In the energy splitting, `h1` and `h2` are the two vanishing cross terms. The second comes from applying the commutation relation to \(z\) and taking the dot product with \(u\).

```lean
/-- If the Hessian `H` commutes with the mirror, the quadratic form `x · H x` of a displacement is
the sum of its values on the part along the mirror normal and the part in the mirror plane. -/
theorem energy_split {H : Matrix n n ℝ} {u z : n → ℝ} (hu : u ⬝ᵥ u = 1)
    (hc : H * mirror u = mirror u * H) (hz : u ⬝ᵥ z = 0) (c : ℝ) :
    (c • u + z) ⬝ᵥ H *ᵥ (c • u + z) = c ^ 2 * (u ⬝ᵥ H *ᵥ u) + z ⬝ᵥ H *ᵥ z := by
  have h1 : z ⬝ᵥ H *ᵥ u = 0 := by
    rw [normal_is_eigenvector hu hc, dotProduct_smul, dotProduct_comm z u, hz, smul_zero]
  -- z is unchanged by the mirror, hence so is H z
  have h2 : u ⬝ᵥ H *ᵥ z = 0 := by
    have h : H *ᵥ (mirror u *ᵥ z) = mirror u *ᵥ (H *ᵥ z) := by
      rw [mulVec_mulVec, mulVec_mulVec, hc]
    rw [mirror_mulVec, mirror_mulVec, hz, mul_zero, zero_smul, sub_zero] at h
    have h' := congrArg (fun w => u ⬝ᵥ w) h
    simp only [dotProduct_sub, dotProduct_smul, smul_eq_mul, hu] at h'
    linarith
  simp only [mulVec_add, mulVec_smul, add_dotProduct, dotProduct_add, smul_dotProduct,
    dotProduct_smul, smul_eq_mul, h1, h2]
  ring
```

The next lemma treats a mode `v` with eigenvalue `l`, the \(\lambda\) of the derivation. It supposes that the in-plane part is nonzero. Equation `e` is \(w\cdot Hw=\lambda\,w\cdot w\), which contradicts the positivity supplied by `hpos`.

```lean
/-- If the Hessian commutes with the mirror and all in-plane curvatures are positive, every mode
with a nonpositive eigenvalue points along the mirror normal. -/
theorem soft_mode_along_normal {H : Matrix n n ℝ} {u v : n → ℝ} {l : ℝ} (hu : u ⬝ᵥ u = 1)
    (hc : H * mirror u = mirror u * H)
    (hpos : ∀ z : n → ℝ, z ≠ 0 → u ⬝ᵥ z = 0 → 0 < z ⬝ᵥ H *ᵥ z)
    (hv : H *ᵥ v = l • v) (hl : l ≤ 0) : v = (u ⬝ᵥ v) • u := by
  obtain ⟨a, ha⟩ : ∃ a : ℝ, H *ᵥ u = a • u := ⟨_, normal_is_eigenvector hu hc⟩
  by_contra hne
  have hperp : u ⬝ᵥ (v - (u ⬝ᵥ v) • u) = 0 := by
    rw [dotProduct_sub, dotProduct_smul, hu]
    simp
  have hp := hpos _ (sub_ne_zero.mpr hne) hperp
  -- the in-plane part of v would have curvature of the sign of l
  have e : (v - (u ⬝ᵥ v) • u) ⬝ᵥ H *ᵥ (v - (u ⬝ᵥ v) • u)
      = l * ((v - (u ⬝ᵥ v) • u) ⬝ᵥ (v - (u ⬝ᵥ v) • u)) := by
    rw [mulVec_sub, mulVec_smul, hv, ha]
    simp only [sub_dotProduct, dotProduct_sub, smul_dotProduct, dotProduct_smul, smul_eq_mul,
      hu, dotProduct_comm v u]
    ring
  have hq : 0 ≤ (v - (u ⬝ᵥ v) • u) ⬝ᵥ (v - (u ⬝ᵥ v) • u) :=
    Finset.sum_nonneg fun i _ => mul_self_nonneg _
  rw [e] at hp
  nlinarith [mul_nonneg (neg_nonneg.mpr hl) hq]
```

The main theorem takes the symmetry of \(H\), the unit normal, the commutation relation and in-plane positivity as hypotheses. Its conclusion joins the eigenvector equation to the equivalence between `saddleIndex hH = 1` and negative curvature along \(u\).

The proof first extracts orthonormal eigenvectors `e i` from Mathlib's eigenvector basis. Then `hpar` places each negative mode along \(u\), `hprod` is the product formula for \(e_i\cdot e_j\), and `hne` states that \(u\cdot e_i\ne0\). In the forward direction, `h1` and `h2` evaluate \(u\cdot He_i\) in two ways, and cancelling \(u\cdot e_i\) identifies the eigenvalue with \(a\). In the reverse direction, the product formula bounds the index by one. Existence uses Mathlib's equivalence between nonnegative eigenvalues and positive semidefiniteness, in place of the explicit eigenvalue sum.

```lean
/-- Mirror-plane saddle test: for a mirror-symmetric Hessian with positive in-plane curvatures,
the mirror normal is an eigenvector, and there is exactly one negative eigenvalue if and only if
the curvature along the normal is negative. -/
theorem mirror_saddle_test {H : Matrix n n ℝ} (hH : H.IsHermitian) {u : n → ℝ}
    (hu : u ⬝ᵥ u = 1) (hc : H * mirror u = mirror u * H)
    (hpos : ∀ z : n → ℝ, z ≠ 0 → u ⬝ᵥ z = 0 → 0 < z ⬝ᵥ H *ᵥ z) :
    H *ᵥ u = (u ⬝ᵥ H *ᵥ u) • u ∧ (saddleIndex hH = 1 ↔ u ⬝ᵥ H *ᵥ u < 0) := by
  refine ⟨normal_is_eigenvector hu hc, ?_⟩
  -- an orthonormal set of normal modes
  obtain ⟨e, he, ho⟩ : ∃ e : n → n → ℝ, (∀ i, H *ᵥ e i = hH.eigenvalues i • e i) ∧
      ∀ i j, e i ⬝ᵥ e j = if i = j then 1 else 0 := by
    refine ⟨fun i => (hH.eigenvectorBasis i).ofLp, fun i => hH.mulVec_eigenvectorBasis i, ?_⟩
    intro i j
    have h := orthonormal_iff_ite.mp hH.eigenvectorBasis.orthonormal i j
    rw [EuclideanSpace.inner_eq_star_dotProduct, star_trivial, dotProduct_comm] at h
    exact h
  have hpar : ∀ i, hH.eigenvalues i < 0 → e i = (u ⬝ᵥ e i) • u := fun i hi =>
    soft_mode_along_normal hu hc hpos (he i) hi.le
  have hprod : ∀ i j, hH.eigenvalues i < 0 → e i ⬝ᵥ e j = (u ⬝ᵥ e i) * (u ⬝ᵥ e j) := by
    intro i j hi
    calc e i ⬝ᵥ e j = ((u ⬝ᵥ e i) • u) ⬝ᵥ e j := by rw [← hpar i hi]
      _ = _ := by rw [smul_dotProduct, smul_eq_mul]
  have hne : ∀ i, hH.eigenvalues i < 0 → u ⬝ᵥ e i ≠ 0 := by
    intro i hi h0
    have h := hprod i i hi
    rw [ho, if_pos rfl, h0] at h
    norm_num at h
  constructor
  · intro h
    obtain ⟨i, hi⟩ := Finset.card_pos.mp (show 0 < saddleIndex hH by omega)
    have hi' : hH.eigenvalues i < 0 := (Finset.mem_filter.mp hi).2
    -- the negative mode is a multiple of the normal, so its eigenvalue is the curvature along u
    have h1 : u ⬝ᵥ H *ᵥ e i = hH.eigenvalues i * (u ⬝ᵥ e i) := by
      rw [he, dotProduct_smul, smul_eq_mul]
    have h2 : u ⬝ᵥ H *ᵥ e i = (u ⬝ᵥ e i) * (u ⬝ᵥ H *ᵥ u) := by
      calc u ⬝ᵥ H *ᵥ e i = u ⬝ᵥ H *ᵥ ((u ⬝ᵥ e i) • u) := by rw [← hpar i hi']
        _ = _ := by rw [mulVec_smul, dotProduct_smul, smul_eq_mul]
    have h3 : u ⬝ᵥ H *ᵥ u = hH.eigenvalues i :=
      mul_left_cancel₀ (hne i hi') (by linarith)
    rwa [h3]
  · intro ha
    apply le_antisymm
    · -- two orthogonal modes cannot both lie along u
      refine Finset.card_le_one.mpr fun i hi j hj => ?_
      have hi' := (Finset.mem_filter.mp hi).2
      have hj' := (Finset.mem_filter.mp hj).2
      by_contra hij
      have h := hprod i j hi'
      rw [ho, if_neg hij] at h
      exact mul_ne_zero (hne i hi') (hne j hj') h.symm
    · -- without a negative eigenvalue no curvature could be negative
      refine Finset.card_pos.mpr ?_
      by_contra hemp
      have hnn : 0 ≤ hH.eigenvalues := by
        intro i
        by_contra hi
        exact hemp ⟨i, Finset.mem_filter.mpr ⟨Finset.mem_univ i, not_le.mp hi⟩⟩
      have h := (hH.posSemidef_iff_eigenvalues_nonneg.mpr hnn).dotProduct_mulVec_nonneg u
      rw [star_trivial] at h
      linarith
```

The theorem concerns the matrix alone. That the gradient vanishes, that the potential has the mirror symmetry and that the in-plane curvatures are positive must be established separately for a given molecule. The Cartesian Hessian of an isolated molecule at a stationary point also has zero modes from overall translation and rotation, and all of them have to be removed first. Those that the mirror operation leaves unchanged violate strict positivity; those that it reverses are additional reversed directions, whereas \(M\) reverses only one.

The minimum test writes an arbitrary nonzero displacement as \(cu+z\) and applies the energy splitting. The case \(z=0\) is separate because there the positive energy must come from \(c\neq0\).

```lean
/-- Under the same mirror symmetry and in-plane positivity, all curvatures are positive if and
only if the curvature along the mirror normal is positive. -/
theorem mirror_minimum_test {H : Matrix n n ℝ} {u : n → ℝ}
    (hu : u ⬝ᵥ u = 1) (hc : H * mirror u = mirror u * H)
    (hpos : ∀ z : n → ℝ, z ≠ 0 → u ⬝ᵥ z = 0 → 0 < z ⬝ᵥ H *ᵥ z) :
    (∀ x : n → ℝ, x ≠ 0 → 0 < x ⬝ᵥ H *ᵥ x) ↔ 0 < u ⬝ᵥ H *ᵥ u := by
  constructor
  · intro h
    refine h u fun h0 => ?_
    rw [h0, dotProduct_zero] at hu
    norm_num at hu
  · intro ha x hx
    obtain ⟨c, z, hz, rfl⟩ : ∃ (c : ℝ) (z : n → ℝ), u ⬝ᵥ z = 0 ∧ x = c • u + z := by
      refine ⟨u ⬝ᵥ x, x - (u ⬝ᵥ x) • u, ?_, by abel⟩
      rw [dotProduct_sub, dotProduct_smul, hu]
      simp
    rw [energy_split hu hc hz]
    by_cases h0 : z = 0
    · have hc0 : c ≠ 0 := fun h => hx (by rw [h, h0, zero_smul, add_zero])
      rw [h0, zero_dotProduct, add_zero]
      positivity
    · have := hpos z h0 hz
      positivity
```

The tilted example confirms that all hypotheses can be met together with a negative normal curvature. In the positivity proof, orthogonality to \(u\) is solved for the component `z 0`, which leaves a positive multiple of the square of `z 1`.

```lean
/-- A Hessian with a tilted mirror normal `(3/5, 4/5)` that meets all hypotheses of the saddle
test and has negative curvature along the normal. -/
theorem mirror_saddle_test_witness :
    let H : Matrix (Fin 2) (Fin 2) ℝ := !![23, -36; -36, 2]
    let u : Fin 2 → ℝ := ![3 / 5, 4 / 5]
    H.IsHermitian ∧ u ⬝ᵥ u = 1 ∧ H * mirror u = mirror u * H ∧
      (∀ z : Fin 2 → ℝ, z ≠ 0 → u ⬝ᵥ z = 0 → 0 < z ⬝ᵥ H *ᵥ z) ∧ u ⬝ᵥ H *ᵥ u < 0 := by
  intro H u
  refine ⟨Matrix.IsHermitian.ext fun i j => by fin_cases i <;> fin_cases j <;> simp [H],
    ?_, ?_, ?_, ?_⟩
  · norm_num [u, dotProduct, Fin.sum_univ_two]
  · ext i j
    fin_cases i <;> fin_cases j <;>
      simp [H, u, mirror, Matrix.mul_apply, Fin.sum_univ_two] <;> norm_num
  · intro z hz h
    have h0 : 3 / 5 * z 0 + 4 / 5 * z 1 = 0 := by
      simpa [u, dotProduct, Fin.sum_univ_two] using h
    have h0' : z 0 = -(4 / 3) * z 1 := by linarith
    have h1 : z 1 ≠ 0 := by
      intro h1
      apply hz
      ext i
      fin_cases i <;> simp [h0', h1]
    have e : z ⬝ᵥ H *ᵥ z = z 0 * (23 * z 0 + -36 * z 1) + z 1 * (-36 * z 0 + 2 * z 1) := by
      simp [H, mulVec, dotProduct, Fin.sum_univ_two]
    rw [e, h0']
    nlinarith [mul_self_pos.mpr h1]
  · norm_num [H, u, mulVec, dotProduct, Fin.sum_univ_two]
```

The last theorem omits the commutation relation. Its matrix has curvature 1 along \(u=(1,0)^{\mathsf T}\) and curvature 1 along the orthogonal axis. For `x`, which is \((1,-1)^{\mathsf T}\), the quadratic form is \(-2\); the curvature along the normalised vector \(x/\sqrt2\) is \(-1\). Positive curvatures along both axes therefore do not ensure a minimum when the coordinates are coupled.

```lean
/-- A symmetric Hessian with positive curvature along the unit vector `u` and orthogonal to `u`, yet
negative curvature along `(1, -1)`. -/
theorem mirror_symmetry_needed :
    let H : Matrix (Fin 2) (Fin 2) ℝ := !![1, 2; 2, 1]
    let u : Fin 2 → ℝ := ![1, 0]
    let x : Fin 2 → ℝ := ![1, -1]
    H.IsHermitian ∧ u ⬝ᵥ u = 1 ∧
      (∀ z : Fin 2 → ℝ, z ≠ 0 → u ⬝ᵥ z = 0 → 0 < z ⬝ᵥ H *ᵥ z) ∧
      0 < u ⬝ᵥ H *ᵥ u ∧ x ⬝ᵥ H *ᵥ x < 0 := by
  intro H u x
  refine ⟨Matrix.IsHermitian.ext fun i j => by fin_cases i <;> fin_cases j <;> simp [H],
    ?_, ?_, ?_, ?_⟩
  · norm_num [u, dotProduct, Fin.sum_univ_two]
  · intro z hz h
    have h0 : z 0 = 0 := by simpa [u, dotProduct, Fin.sum_univ_two] using h
    have h1 : z 1 ≠ 0 := by
      intro h1
      apply hz
      ext i
      fin_cases i <;> simp [h0, h1]
    have e : z ⬝ᵥ H *ᵥ z = z 0 * (1 * z 0 + 2 * z 1) + z 1 * (2 * z 0 + 1 * z 1) := by
      simp [H, mulVec, dotProduct, Fin.sum_univ_two]
    rw [e, h0]
    nlinarith [mul_self_pos.mpr h1]
  · norm_num [H, u, mulVec, dotProduct, Fin.sum_univ_two]
  · norm_num [H, x, mulVec, dotProduct, Fin.sum_univ_two]

end

end MirrorPlaneSaddle
```

```lean
#print axioms MirrorPlaneSaddle.mirror_saddle_test
#print axioms MirrorPlaneSaddle.mirror_minimum_test
#print axioms MirrorPlaneSaddle.mirror_symmetry_needed
```

```
'MirrorPlaneSaddle.mirror_saddle_test' depends on axioms: [propext, Classical.choice, Quot.sound]
'MirrorPlaneSaddle.mirror_minimum_test' depends on axioms: [propext, Classical.choice, Quot.sound]
'MirrorPlaneSaddle.mirror_symmetry_needed' depends on axioms: [propext, Classical.choice, Quot.sound]
```

## Symmetries that reverse several coordinates

A spatial mirror plane of a polyatomic molecule usually reverses more than one independent coordinate. Such an operation could be modelled by a symmetric orthogonal matrix \(S\) commuting with \(H\), in place of \(1-2uu^{\mathsf T}\). The Hessian would then split into a block on the displacements with \(Sx=x\) and a block on those with \(Sx=-x\). If the first block were positive definite, the saddle index would be the number of negative eigenvalues of the second. In the case treated here the second block is one-dimensional, so a single curvature settles that number; for a larger block, one curvature is in general not enough.
